# In a finite basis, the curvature of a nondegenerate ground-state energy at zero field is twice the second-order energy

In a finite basis, the second difference $(E(s)+E(-s)-2E(0))/s^2$ of the ground energy in a static field of strength $s$ tends to $-2\sum_{k\ne o}|\langle u_k,Vu_o\rangle|^2/(\varepsilon_k-\varepsilon_o)$ as $s\to0$. Here the Hamiltonian in the field is $H+sV$, where $H$ is the field-free Hamiltonian (often written $H_0$) and $V$ is a Hermitian coupling that does not depend on $s$. The $u_k$ and $\varepsilon_k$ are the orthonormal eigenstates and energies of $H$, with $u_o$ the nondegenerate ground state. My textbook gets this by expanding $E(s)$ in a power series. Can I get it without first assuming that $E$ is differentiable?

## An error of order $|s|^3$ is enough

Yes: bound the energy error directly. Set $v=\langle u_o,Vu_o\rangle$ and
$$\varphi=\sum_{k\ne o}\frac{\langle u_k,Vu_o\rangle}{\varepsilon_o-\varepsilon_k}u_k,\qquad c=\sum_{k\ne o}\frac{|\langle u_k,Vu_o\rangle|^2}{\varepsilon_o-\varepsilon_k}.$$
Acting with $H-\varepsilon_o$ cancels the denominators, so $(H-\varepsilon_o)\varphi=-(V-v)u_o$. Also $\langle u_o,\varphi\rangle=0$ and $\langle u_o,V\varphi\rangle=c$.

Let $x$ be a unit ground vector of $H+sV$, with energy $e$. Expanding $u_o$ in the eigenbasis of $H+sV$ gives the Rayleigh-Ritz bound $e\le\varepsilon_o+sv$. Put $y=x-\langle u_o,x\rangle u_o$, let $g>0$ be a lower bound on the excitation energies, and let $\|Vz\|\le K\|z\|$ for all $z$. Then
$$(\varepsilon_o+g)\|y\|^2\le\langle y,Hy\rangle=e\|y\|^2-s\,\mathrm{Re}\langle y,Vx\rangle,$$
so $g\|y\|^2\le|s|K(\|y\|^2+\|y\|)$. Since $\|y\|\le2$, this gives $g\|y\|\le3K|s|$.

For $\psi=u_o+s\varphi$, the first-order equation gives
$$(H+sV)\psi=(\varepsilon_o+sv)\psi+s^2w,\qquad w=V\varphi-v\varphi.$$
Pair this with $x$, use Hermiticity, and subtract $s^2c\langle\psi,x\rangle$:
$$(e-\varepsilon_o-sv-s^2c)\langle\psi,x\rangle=s^2\langle p,x\rangle,\qquad p=w-c\psi.$$
Because $\langle u_o,p\rangle=c-c=0$, we have $\langle p,x\rangle=\langle p,y\rangle=O(|s|)$. For small $s$, $|\langle\psi,x\rangle|\ge1-\|y\|-|s|\|\varphi\|\ge\tfrac12$. Hence
$$E(s)=\varepsilon_o+sv+s^2c+O(|s|^3).$$
Adding the expansions at $\pm s$ cancels $sv$. With $E(0)=\varepsilon_o$, the quotient is $2c+O(|s|)$, which tends to $2c$, the stated limit. This bound is enough for the limit but is not sharp: $E$ is in fact analytic near $s=0$, so the cubic terms cancel too and the error of the quotient is $O(s^2)$.

In the Lean code below, `F` is a finite-dimensional complex inner product space, `IsSymmetric` means Hermitian, and `u` is an orthonormal eigenbasis of `H`. The hypothesis `hgap` makes `u o` the nondegenerate ground state; excited levels may coincide. `hE` says that `E s` is the least real number with a unit eigenvector of $H+sV$, and `exists_lowestEigenvalue` supplies such a number. `𝓝[≠] 0` means $s\to0$ with $s\ne0$. With a single state the sum is empty and the limit is zero.

```lean
import Mathlib

open Filter Topology
open scoped InnerProductSpace

namespace StaticResponse

noncomputable section

variable {F ι : Type*} [NormedAddCommGroup F] [InnerProductSpace ℂ F] [Fintype ι]
  {H V : F →ₗ[ℂ] F} {ε : ι → ℝ}

/-- The real number `e` is the lowest eigenvalue of `A`: it has a unit eigenvector, and no
smaller real number has one. -/
def IsLowestEigenvalue (A : F →ₗ[ℂ] F) (e : ℝ) : Prop :=
  IsLeast {t : ℝ | ∃ x : F, ‖x‖ = 1 ∧ A x = (t : ℂ) • x} e

/-- For an orthonormal eigenbasis `u` of the unperturbed Hamiltonian, with energies `ε`, the
first-order change of the state `u o` under `V`, a sum over the other states. Its domain is
`ε k ≠ ε o` for `k ≠ o`. -/
def firstOrderState [DecidableEq ι] (V : F →ₗ[ℂ] F) (u : OrthonormalBasis ι ℂ F)
    (ε : ι → ℝ) (o : ι) : F :=
  ∑ k ∈ Finset.univ.erase o, (⟪u k, V (u o)⟫_ℂ / ((ε o : ℂ) - (ε k : ℂ))) • u k

/-- For an orthonormal eigenbasis `u` of the unperturbed Hamiltonian, with energies `ε`, and
symmetric `V`, the second-order energy of the state `u o` under `V`. Its domain is `ε k ≠ ε o` for
`k ≠ o`. -/
def secondOrderEnergy [DecidableEq ι] (V : F →ₗ[ℂ] F) (u : OrthonormalBasis ι ℂ F)
    (ε : ι → ℝ) (o : ι) : ℝ :=
  ∑ k ∈ Finset.univ.erase o, ‖⟪u k, V (u o)⟫_ℂ‖ ^ 2 / (ε o - ε k)

lemma inner_self_real (x : F) : ⟪x, x⟫_ℂ = ((‖x‖ ^ 2 : ℝ) : ℂ) :=
  (inner_self_eq_norm_sq_to_K (𝕜 := ℂ) x).trans (Complex.ofReal_pow _ _).symm

/-- The energy expectation of a symmetric operator is the sum of its eigenvalues weighted by
the populations of an orthonormal eigenbasis. -/
theorem energy_expansion (b : OrthonormalBasis ι ℂ F) (hH : H.IsSymmetric)
    (hb : ∀ k, H (b k) = (ε k : ℂ) • b k) (x : F) :
    (⟪x, H x⟫_ℂ).re = ∑ k, ε k * ‖⟪b k, x⟫_ℂ‖ ^ 2 := by
  rw [← b.sum_inner_mul_inner x (H x), Complex.re_sum]
  refine Finset.sum_congr rfl fun i _ => ?_
  have h1 : ⟪b i, H x⟫_ℂ = (ε i : ℂ) * ⟪b i, x⟫_ℂ := by
    rw [← hH (b i) x, hb, inner_smul_left, Complex.conj_ofReal]
  have h2 : ⟪x, b i⟫_ℂ * ⟪b i, x⟫_ℂ = ((‖⟪b i, x⟫_ℂ‖ ^ 2 : ℝ) : ℂ) := by
    rw [← inner_conj_symm x (b i), mul_comm, Complex.mul_conj, Complex.normSq_eq_norm_sq]
  rw [h1, mul_left_comm, h2, ← Complex.ofReal_mul, Complex.ofReal_re]

/-- If every eigenstate populated in `x` has energy at least `m`, the energy expectation of a
symmetric operator in `x` is at least `m` times the squared norm. -/
theorem le_energy (b : OrthonormalBasis ι ℂ F) (hH : H.IsSymmetric)
    (hb : ∀ k, H (b k) = (ε k : ℂ) • b k) {x : F} {m : ℝ}
    (hm : ∀ k, ⟪b k, x⟫_ℂ ≠ 0 → m ≤ ε k) : m * ‖x‖ ^ 2 ≤ (⟪x, H x⟫_ℂ).re := by
  have hn := energy_expansion (H := LinearMap.id) (ε := fun _ => 1) b
    (fun _ _ => rfl) (fun k => by simp) x
  rw [LinearMap.id_apply, inner_self_real, Complex.ofReal_re] at hn
  rw [energy_expansion b hH hb, hn, Finset.mul_sum]
  refine Finset.sum_le_sum fun k _ => ?_
  by_cases h : ⟪b k, x⟫_ℂ = 0
  · simp [h]
  · rw [one_mul]
    exact mul_le_mul_of_nonneg_right (hm k h) (sq_nonneg _)

/-- A symmetric operator on a nontrivial finite-dimensional space has a lowest eigenvalue. -/
theorem exists_lowestEigenvalue [FiniteDimensional ℂ F] [Nontrivial F]
    (hH : H.IsSymmetric) : ∃ e, IsLowestEigenvalue H e := by
  have hb : ∀ i, H (hH.eigenvectorBasis rfl i) =
      ((hH.eigenvalues rfl i : ℝ) : ℂ) • hH.eigenvectorBasis rfl i :=
    fun i => hH.apply_eigenvectorBasis rfl i
  have : Nonempty (Fin (Module.finrank ℂ F)) := ⟨⟨0, Module.finrank_pos⟩⟩
  obtain ⟨i, hi⟩ := Finite.exists_min (hH.eigenvalues rfl)
  refine ⟨hH.eigenvalues rfl i, ⟨_, (hH.eigenvectorBasis rfl).orthonormal.1 i, hb i⟩, ?_⟩
  rintro t ⟨x, hx, hxt⟩
  have h := le_energy _ hH hb (x := x) (fun k _ => hi k)
  rw [hxt, inner_smul_right, inner_self_real, hx, Complex.re_ofReal_mul,
    Complex.ofReal_re] at h
  linarith

/-- Rayleigh-Ritz bound: the lowest eigenvalue of a symmetric operator on a finite-dimensional
space is at most its expectation in any unit vector. -/
theorem rayleigh_ritz [FiniteDimensional ℂ F] (hH : H.IsSymmetric) {e : ℝ}
    (he : IsLowestEigenvalue H e) {x : F} (hx : ‖x‖ = 1) : e ≤ (⟪x, H x⟫_ℂ).re := by
  have hb : ∀ i, H (hH.eigenvectorBasis rfl i) =
      ((hH.eigenvalues rfl i : ℝ) : ℂ) • hH.eigenvectorBasis rfl i :=
    fun i => hH.apply_eigenvectorBasis rfl i
  have h := le_energy _ hH hb (x := x) (m := e)
    (fun k _ => he.2 ⟨_, (hH.eigenvectorBasis rfl).orthonormal.1 k, hb k⟩)
  rw [hx] at h
  linarith

/-- Let `H` be symmetric with gap at least `g` above `u o`, and `V` bounded by `K`. A unit
eigenvector of `H + sV` with energy at most `ε o + s Re⟨u o, V (u o)⟩` has a part orthogonal to
`u o` whose norm, times `g`, is at most `3K|s|`. -/
theorem excited_part_le (u : OrthonormalBasis ι ℂ F) (o : ι) (hH : H.IsSymmetric)
    (hu : ∀ k, H (u k) = (ε k : ℂ) • u k) {g K s e : ℝ} {x : F}
    (hg : ∀ k, k ≠ o → ε o + g ≤ ε k) (hK : ∀ z, ‖V z‖ ≤ K * ‖z‖) (hx : ‖x‖ = 1)
    (hxe : (H + (s : ℂ) • V) x = (e : ℂ) • x)
    (he : e ≤ ε o + s * (⟪u o, V (u o)⟫_ℂ).re) :
    g * ‖x - ⟪u o, x⟫_ℂ • u o‖ ≤ 3 * K * |s| := by
  have huo : ‖u o‖ = 1 := u.orthonormal.1 o
  have huu : ⟪u o, u o⟫_ℂ = 1 := by rw [inner_self_real, huo]; simp
  obtain ⟨a, ha⟩ : ∃ a, a = ⟪u o, x⟫_ℂ := ⟨_, rfl⟩
  rw [← ha]
  obtain ⟨y, hy⟩ : ∃ y, y = x - a • u o := ⟨_, rfl⟩
  rw [← hy]
  have h0 : ⟪u o, y⟫_ℂ = 0 := by
    rw [hy, inner_sub_right, inner_smul_right, huu, ← ha, mul_one, sub_self]
  have h0' : ⟪y, u o⟫_ℂ = 0 := inner_eq_zero_symm.mp h0
  have hyx : ⟪y, x⟫_ℂ = ((‖y‖ ^ 2 : ℝ) : ℂ) := by
    have hxy : x = y + a • u o := by rw [hy, sub_add_cancel]
    rw [hxy, inner_add_right, inner_smul_right, h0', mul_zero, add_zero, inner_self_real]
  have hHy : H y = (e : ℂ) • x - (s : ℂ) • V x - (a * (ε o : ℂ)) • u o := by
    simp only [LinearMap.add_apply, LinearMap.smul_apply] at hxe
    rw [hy, map_sub, map_smul, hu, ← hxe]
    module
  -- the gap bounds the energy of the excited part from below
  have hlow : (ε o + g) * ‖y‖ ^ 2 ≤ (⟪y, H y⟫_ℂ).re :=
    le_energy u hH hu fun k hk => hg k (by rintro rfl; exact hk h0)
  have hen : (⟪y, H y⟫_ℂ).re = e * ‖y‖ ^ 2 - s * (⟪y, V x⟫_ℂ).re := by
    simp only [hHy, inner_sub_right, inner_smul_right, h0', hyx, mul_zero, sub_zero,
      Complex.sub_re, Complex.re_ofReal_mul, Complex.ofReal_re]
  have hVx := hK x
  have hVu := hK (u o)
  rw [hx, mul_one] at hVx
  rw [huo, mul_one] at hVu
  have hK0 : 0 ≤ K := (norm_nonneg _).trans hVu
  have hre : |(⟪y, V x⟫_ℂ).re| ≤ ‖y‖ * K :=
    (Complex.abs_re_le_norm _).trans ((norm_inner_le_norm _ _).trans
      (mul_le_mul_of_nonneg_left hVx (norm_nonneg _)))
  have hv : |(⟪u o, V (u o)⟫_ℂ).re| ≤ K :=
    (Complex.abs_re_le_norm _).trans ((norm_inner_le_norm _ _).trans
      (by rw [huo, one_mul]; exact hVu))
  have hy2 : ‖y‖ ≤ 2 := by
    have h1 := norm_inner_le_norm (𝕜 := ℂ) (u o) x
    have h2 := norm_sub_le x (a • u o)
    rw [← ha, huo, hx, one_mul] at h1
    rw [← hy, norm_smul, hx, huo, mul_one] at h2
    linarith
  have hs1 : s * (⟪u o, V (u o)⟫_ℂ).re ≤ |s| * K := (le_abs_self _).trans
    (by rw [abs_mul]; exact mul_le_mul_of_nonneg_left hv (abs_nonneg _))
  have hs2 : -(s * (⟪y, V x⟫_ℂ).re) ≤ |s| * (‖y‖ * K) := (neg_le_abs _).trans
    (by rw [abs_mul]; exact mul_le_mul_of_nonneg_left hre (abs_nonneg _))
  have h3 := mul_le_mul_of_nonneg_right hs1 (sq_nonneg ‖y‖)
  have h4 : |s| * K * ‖y‖ ^ 2 ≤ |s| * K * (2 * ‖y‖) :=
    mul_le_mul_of_nonneg_left (by nlinarith [norm_nonneg y]) (by positivity)
  have h5 := mul_le_mul_of_nonneg_right he (sq_nonneg ‖y‖)
  rcases (norm_nonneg y).eq_or_lt with h | h
  · rw [← h, mul_zero]; positivity
  · refine le_of_mul_le_mul_right ?_ h
    nlinarith

variable [DecidableEq ι]

/-- For symmetric `V` and a level `ε o` that no other state shares, the first-order state
solves the first-order perturbation equation. -/
theorem first_order_equation (u : OrthonormalBasis ι ℂ F) (o : ι) (hV : V.IsSymmetric)
    (hu : ∀ k, H (u k) = (ε k : ℂ) • u k) (hne : ∀ k, k ≠ o → ε k ≠ ε o) :
    H (firstOrderState V u ε o) + V (u o) = (ε o : ℂ) • firstOrderState V u ε o
      + (((⟪u o, V (u o)⟫_ℂ).re : ℝ) : ℂ) • u o := by
  have hv : (((⟪u o, V (u o)⟫_ℂ).re : ℝ) : ℂ) = ⟪u o, V (u o)⟫_ℂ :=
    Complex.conj_eq_iff_re.mp (by rw [inner_conj_symm]; exact hV (u o) (u o))
  have hs : V (u o) = ⟪u o, V (u o)⟫_ℂ • u o
      + ∑ k ∈ Finset.univ.erase o, ⟪u k, V (u o)⟫_ℂ • u k :=
    (u.sum_repr' _).symm.trans (Finset.add_sum_erase Finset.univ
      (fun k => ⟪u k, V (u o)⟫_ℂ • u k) (Finset.mem_univ o)).symm
  have hd : H (firstOrderState V u ε o) - (ε o : ℂ) • firstOrderState V u ε o
      = -∑ k ∈ Finset.univ.erase o, ⟪u k, V (u o)⟫_ℂ • u k := by
    simp only [firstOrderState, map_sum, map_smul, hu, Finset.smul_sum]
    rw [← Finset.sum_sub_distrib, ← Finset.sum_neg_distrib]
    refine Finset.sum_congr rfl fun k hk => ?_
    have hk' : (ε o : ℂ) - (ε k : ℂ) ≠ 0 := sub_ne_zero.mpr fun h =>
      hne k (Finset.ne_of_mem_erase hk) (Complex.ofReal_injective h).symm
    have hc := div_mul_cancel₀ ⟪u k, V (u o)⟫_ℂ hk'
    rw [smul_smul, smul_smul, ← sub_smul, ← neg_smul]
    congr 1
    linear_combination -hc
  rw [hv]
  linear_combination (norm := module) hd + hs

/-- The first-order state is orthogonal to `u o`, and for symmetric `V` its overlap with
`V (u o)` is the second-order energy. -/
theorem first_order_overlaps (u : OrthonormalBasis ι ℂ F) (o : ι) (ε : ι → ℝ)
    (hV : V.IsSymmetric) : ⟪u o, firstOrderState V u ε o⟫_ℂ = 0 ∧
      ⟪u o, V (firstOrderState V u ε o)⟫_ℂ = (secondOrderEnergy V u ε o : ℂ) := by
  constructor
  · rw [firstOrderState, inner_sum]
    refine Finset.sum_eq_zero fun k hk => ?_
    have h : ⟪u o, u k⟫_ℂ = 0 := u.orthonormal.2 (Finset.ne_of_mem_erase hk).symm
    rw [inner_smul_right, h, mul_zero]
  · rw [← hV, firstOrderState, secondOrderEnergy, inner_sum, Complex.ofReal_sum]
    refine Finset.sum_congr rfl fun k _ => ?_
    rw [inner_smul_right, ← inner_conj_symm (V (u o)) (u k), div_mul_eq_mul_div,
      Complex.mul_conj, Complex.normSq_eq_norm_sq, Complex.ofReal_div, Complex.ofReal_sub]

/-- Second-order perturbation theory: for symmetric `H`, `V` and a nondegenerate ground state
`u o`, the lowest eigenvalue of `H + sV` equals its second-order expansion up to an error of
order `|s|³` for small `s`. -/
theorem second_order_expansion [FiniteDimensional ℂ F] (u : OrthonormalBasis ι ℂ F) (o : ι)
    (hH : H.IsSymmetric) (hV : V.IsSymmetric) (hu : ∀ k, H (u k) = (ε k : ℂ) • u k)
    (hgap : ∀ k, k ≠ o → ε o < ε k) :
    ∃ B r : ℝ, 0 < r ∧ ∀ s : ℝ, |s| ≤ r → ∀ e, IsLowestEigenvalue (H + (s : ℂ) • V) e →
      |e - (ε o + s * (⟪u o, V (u o)⟫_ℂ).re + s ^ 2 * secondOrderEnergy V u ε o)|
        ≤ B * |s| ^ 3 := by
  have : Nonempty ι := ⟨o⟩
  obtain ⟨g, hg0, hg⟩ : ∃ g : ℝ, 0 < g ∧ ∀ k, k ≠ o → ε o + g ≤ ε k := by
    obtain ⟨j, hj⟩ := Finite.exists_min (fun k => if k = o then (1 : ℝ) else ε k - ε o)
    refine ⟨if j = o then (1 : ℝ) else ε j - ε o, ?_, fun k hk => ?_⟩
    · split_ifs with h
      · norm_num
      · linarith [hgap j h]
    · have h := hj k
      simp only [if_neg hk] at h
      linarith
  obtain ⟨K, hK0, hK⟩ : ∃ K : ℝ, 0 ≤ K ∧ ∀ z, ‖V z‖ ≤ K * ‖z‖ :=
    ⟨‖LinearMap.toContinuousLinearMap V‖, norm_nonneg _,
      fun z => (LinearMap.toContinuousLinearMap V).le_opNorm z⟩
  have h1 := first_order_equation u o hV hu fun k hk => (hgap k hk).ne'
  obtain ⟨h2, h3⟩ := first_order_overlaps u o ε hV
  generalize firstOrderState V u ε o = φ at h1 h2 h3
  generalize secondOrderEnergy V u ε o = c at h3 ⊢
  have huo : ‖u o‖ = 1 := u.orthonormal.1 o
  have huu : ⟪u o, u o⟫_ℂ = 1 := by rw [inner_self_real, huo]; simp
  obtain ⟨v, hv⟩ : ∃ v, v = (⟪u o, V (u o)⟫_ℂ).re := ⟨_, rfl⟩
  rw [← hv] at h1 ⊢
  obtain ⟨w, hw⟩ : ∃ w, w = V φ - (v : ℂ) • φ := ⟨_, rfl⟩
  obtain ⟨C, hC⟩ : ∃ C, C = 3 * K / g := ⟨_, rfl⟩
  have hC0 : 0 ≤ C := by rw [hC]; positivity
  refine ⟨2 * (‖w‖ + |c| * (1 + ‖φ‖)) * C, 1 / (2 * (C + ‖φ‖ + 1)), by positivity,
    fun s hs e he => ?_⟩
  rw [le_div_iff₀ (by positivity)] at hs
  have hsC : 0 ≤ |s| * C := by positivity
  have hsφ : 0 ≤ |s| * ‖φ‖ := by positivity
  have hs1 : |s| ≤ 1 := by nlinarith
  have hA : (H + (s : ℂ) • V).IsSymmetric := fun x y => by
    simp only [LinearMap.add_apply, LinearMap.smul_apply, inner_add_left, inner_add_right,
      inner_smul_left, inner_smul_right, Complex.conj_ofReal, hH x y, hV x y]
  obtain ⟨x, hx, hxe⟩ := he.1
  have hle : e ≤ ε o + s * v := by
    have h := rayleigh_ritz hA he huo
    simpa only [LinearMap.add_apply, LinearMap.smul_apply, hu, inner_add_right,
      inner_smul_right, huu, mul_one, Complex.add_re, Complex.re_ofReal_mul,
      Complex.ofReal_re, ← hv] using h
  have hy := excited_part_le u o hH hu hg hK hx hxe (by rw [← hv]; exact hle)
  have hyC : ‖x - ⟪u o, x⟫_ℂ • u o‖ ≤ C * |s| := by
    rw [hC, div_mul_eq_mul_div, le_div_iff₀ hg0]
    linarith
  -- the first-order trial vector is an eigenvector up to order `s ^ 2`
  obtain ⟨ψ, hψ⟩ : ∃ ψ, ψ = u o + (s : ℂ) • φ := ⟨_, rfl⟩
  have hAψ : (H + (s : ℂ) • V) ψ
      = ((ε o + s * v : ℝ) : ℂ) • ψ + ((s ^ 2 : ℝ) : ℂ) • w := by
    rw [hψ, hw]
    simp only [LinearMap.add_apply, LinearMap.smul_apply, map_add, map_smul, hu,
      Complex.ofReal_add, Complex.ofReal_mul, Complex.ofReal_pow]
    linear_combination (norm := module) (s : ℂ) • h1
  obtain ⟨p, hp⟩ : ∃ p, p = w - (c : ℂ) • ψ := ⟨_, rfl⟩
  -- pairing it with the true ground vector gives the energy error exactly
  have hid : ((e - (ε o + s * v + s ^ 2 * c) : ℝ) : ℂ) * ⟪ψ, x⟫_ℂ
      = ((s ^ 2 : ℝ) : ℂ) * ⟪p, x⟫_ℂ := by
    have h := hA ψ x
    rw [hAψ, hxe, inner_add_left, inner_smul_left, inner_smul_left, inner_smul_right,
      Complex.conj_ofReal, Complex.conj_ofReal] at h
    rw [hp, inner_sub_left, inner_smul_left, Complex.conj_ofReal]
    push_cast at h ⊢
    linear_combination -h
  have hpu : ⟪p, u o⟫_ℂ = 0 := by
    refine inner_eq_zero_symm.mp ?_
    rw [hp, hw, hψ]
    simp only [inner_sub_right, inner_add_right, inner_smul_right, h2, h3, huu]
    ring
  have hpx : ‖⟪p, x⟫_ℂ‖ ≤ ‖p‖ * (C * |s|) := by
    have h : ⟪p, x⟫_ℂ = ⟪p, x - ⟪u o, x⟫_ℂ • u o⟫_ℂ := by
      rw [inner_sub_right, inner_smul_right, hpu, mul_zero, sub_zero]
    rw [h]
    exact (norm_inner_le_norm _ _).trans (mul_le_mul_of_nonneg_left hyC (norm_nonneg _))
  have hpn : ‖p‖ ≤ ‖w‖ + |c| * (1 + ‖φ‖) := by
    have a1 := norm_sub_le w ((c : ℂ) • ψ)
    have a2 := norm_add_le (u o) ((s : ℂ) • φ)
    rw [← hp, norm_smul, Complex.norm_real, Real.norm_eq_abs] at a1
    rw [← hψ, norm_smul, Complex.norm_real, Real.norm_eq_abs, huo] at a2
    have a3 : ‖ψ‖ ≤ 1 + ‖φ‖ := by nlinarith [norm_nonneg φ]
    linarith [mul_le_mul_of_nonneg_left a3 (abs_nonneg c)]
  have hψx : 1 / 2 ≤ ‖⟪ψ, x⟫_ℂ‖ := by
    have a1 := norm_add_le (x - ⟪u o, x⟫_ℂ • u o) (⟪u o, x⟫_ℂ • u o)
    rw [sub_add_cancel, norm_smul, huo, hx, mul_one] at a1
    have a2 : ⟪u o, x⟫_ℂ = ⟪ψ, x⟫_ℂ - (s : ℂ) * ⟪φ, x⟫_ℂ := by
      rw [hψ, inner_add_left, inner_smul_left, Complex.conj_ofReal, add_sub_cancel_right]
    have a3 := norm_sub_le ⟪ψ, x⟫_ℂ ((s : ℂ) * ⟪φ, x⟫_ℂ)
    rw [← a2, norm_mul, Complex.norm_real, Real.norm_eq_abs] at a3
    have a4 := norm_inner_le_norm (𝕜 := ℂ) φ x
    rw [hx, mul_one] at a4
    nlinarith [mul_le_mul_of_nonneg_left a4 (abs_nonneg s), abs_nonneg s]
  have hn := congrArg norm hid
  rw [norm_mul, norm_mul, Complex.norm_real, Complex.norm_real, Real.norm_eq_abs,
    Real.norm_eq_abs, abs_pow] at hn
  have b1 := mul_le_mul_of_nonneg_left hψx (abs_nonneg (e - (ε o + s * v + s ^ 2 * c)))
  have b2 := mul_le_mul_of_nonneg_left (hpx.trans (mul_le_mul_of_nonneg_right hpn
    (by positivity : 0 ≤ C * |s|))) (sq_nonneg |s|)
  linarith

/-- Static response as curvature: for symmetric `H`, `V` and a nondegenerate ground state
`u o` of `H`, the symmetric second difference quotient at zero field of the lowest eigenvalue
of `H + sV` tends to minus twice the sum over excited states. -/
theorem static_response_eq_curvature [FiniteDimensional ℂ F] (u : OrthonormalBasis ι ℂ F)
    (o : ι) (hH : H.IsSymmetric) (hV : V.IsSymmetric)
    (hu : ∀ k, H (u k) = (ε k : ℂ) • u k) (hgap : ∀ k, k ≠ o → ε o < ε k)
    (E : ℝ → ℝ) (hE : ∀ s : ℝ, IsLowestEigenvalue (H + (s : ℂ) • V) (E s)) :
    Tendsto (fun s => (E s + E (-s) - 2 * E 0) / s ^ 2) (𝓝[≠] 0)
      (𝓝 (-2 * ∑ k ∈ Finset.univ.erase o,
        ‖⟪u k, V (u o)⟫_ℂ‖ ^ 2 / (ε k - ε o))) := by
  obtain ⟨B, r, hr, hB⟩ := second_order_expansion u o hH hV hu hgap
  have h0 : E 0 = ε o := by
    have h := hB 0 (by simpa using hr.le) (E 0) (hE 0)
    have h' : |E 0 - ε o| ≤ 0 := by simpa using h
    exact sub_eq_zero.mp (abs_nonpos_iff.mp h')
  have hc : -2 * ∑ k ∈ Finset.univ.erase o, ‖⟪u k, V (u o)⟫_ℂ‖ ^ 2 / (ε k - ε o)
      = 2 * secondOrderEnergy V u ε o := by
    rw [secondOrderEnergy, Finset.mul_sum, Finset.mul_sum]
    refine Finset.sum_congr rfl fun k _ => ?_
    rw [← neg_sub (ε k) (ε o), div_neg]
    ring
  rw [hc, h0, tendsto_iff_norm_sub_tendsto_zero]
  have hlim : Tendsto (fun s : ℝ => 2 * B * |s|) (𝓝[≠] 0) (𝓝 0) := by
    have h : Continuous fun s : ℝ => 2 * B * |s| := continuous_const.mul continuous_abs
    have h' : Tendsto (fun s : ℝ => 2 * B * |s|) (𝓝 0) (𝓝 0) := by
      simpa using h.tendsto 0
    exact h'.mono_left nhdsWithin_le_nhds
  have hev : ∀ᶠ s : ℝ in 𝓝 0, |s| ≤ r := by
    filter_upwards [Metric.ball_mem_nhds (0 : ℝ) hr] with s hs
    rw [Metric.mem_ball, Real.dist_eq, sub_zero] at hs
    exact hs.le
  refine squeeze_zero' (Eventually.of_forall fun _ => norm_nonneg _) ?_ hlim
  filter_upwards [hev.filter_mono nhdsWithin_le_nhds, self_mem_nhdsWithin] with s hs hs0
  have hs0' : s ≠ 0 := hs0
  have hpos : 0 < s ^ 2 := by positivity
  -- the linear terms at `s` and `-s` cancel
  have h1 := abs_le.mp (hB s hs _ (hE s))
  have h2 := abs_le.mp (hB (-s) (by rwa [abs_neg]) _ (hE (-s)))
  rw [abs_neg, neg_sq] at h2
  have h3 : |E s + E (-s) - 2 * ε o - 2 * secondOrderEnergy V u ε o * s ^ 2|
      ≤ 2 * B * |s| ^ 3 :=
    abs_le.mpr ⟨by linarith [h1.1, h2.1], by linarith [h1.2, h2.2]⟩
  have h4 : (E s + E (-s) - 2 * ε o) / s ^ 2 - 2 * secondOrderEnergy V u ε o
      = (E s + E (-s) - 2 * ε o - 2 * secondOrderEnergy V u ε o * s ^ 2) / s ^ 2 := by
    rw [eq_div_iff hpos.ne', sub_mul, div_mul_cancel₀ _ hpos.ne']
  rw [h4, Real.norm_eq_abs, abs_div, abs_of_pos hpos, div_le_iff₀ hpos, ← sq_abs s]
  rw [← sq_abs s] at h3
  linarith

end

end StaticResponse
```

```lean
#print axioms StaticResponse.exists_lowestEigenvalue
#print axioms StaticResponse.static_response_eq_curvature
```

```
'StaticResponse.exists_lowestEigenvalue' depends on axioms: [propext, Classical.choice, Quot.sound]
'StaticResponse.static_response_eq_curvature' depends on axioms: [propext, Classical.choice, Quot.sound]
```

`energy_expansion` and `le_energy` provide the eigenbasis estimates behind `rayleigh_ritz` and `excited_part_le`; the latter treats $y=0$ separately before dividing by $\|y\|$. `first_order_equation` and `first_order_overlaps` establish the properties of $\varphi$. In `second_order_expansion`, `hid` is the paired identity, `hpu` the orthogonality of $p$, and `hpx` and `hψx` the two overlap bounds. The final theorem adds the two expansions with `linarith` and applies `squeeze_zero'` with the bound $2B|s|$, where $B$ is the constant in the cubic error.

For $V=-\mu$, with $\mu$ a dipole component, and $H$ the full configuration interaction Hamiltonian in a fixed finite basis, minus this limit is the diagonal component, along that axis, of the static electronic polarizability in that basis. Finite-field full configuration interaction approaches this value as the field goes to zero; the value can differ from the polarizability in a complete basis. In the full Hilbert space $E(s)$ does not exist for this $V$ when $s\ne0$: an electron moved far enough down the potential of a uniform field lowers the energy without bound.
